# The unique dual projector making a one-channel PAW map orthogonal for distinct real unit waves, and its Householder form

## Smooth orbitals and their overlap

In the projector augmented-wave (PAW) method one computes smooth pseudo orbitals and recovers the all-electron orbitals by a linear map T. With one channel, T is built from an all-electron partial wave φ, a pseudo partial wave φt and a projector p:

    T = 1 + u pᵀ,   u = φ − φt

The projector must be dual to the pseudo wave, p·φt = 1. This condition says that p reads off the φt content of an orbital, so that Tφt = φt + u = φ. Orthonormality of all-electron orbitals is orthonormality of pseudo orbitals in the metric S = TᵀT, and S ≠ 1 makes the pseudo eigenvalue problem a generalised one. For one channel in a finite orthonormal basis, the result below determines when the exact product S = TᵀT equals 1.

## Which projector gives S = 1

If p is dual and TᵀT = 1, then

    φ·φ = (Tφt)·(Tφt) = φt·(TᵀT φt) = φt·φt

Equal norms are therefore necessary. We take both waves to be unit vectors, which is norm conservation with the common norm set to 1, and distinct as vectors, so that u ≠ 0. Write c = φ·φt. Then

    u·u = 2(1 − c) > 0,   u·φt = c − 1

    TᵀT = 1 + p uᵀ + u pᵀ + (u·u) p pᵀ

Apply TᵀT = 1 to φt and use p·φt = 1:

    (c − 1) p + u + 2(1 − c) p = 0,   so   p = (φt − φ)/(1 − c)

Conversely, this p has p·φt = (1 − c)/(1 − c) = 1, and the three corrections cancel:

    −2 u uᵀ/(1 − c) + 2(1 − c) u uᵀ/(1 − c)² = 0

Inserting p into T gives the Householder matrix of u:

    T = 1 − u uᵀ/(1 − c) = 1 − 2 u uᵀ/(u·u)

It is symmetric, so T² = TᵀT = 1 and Tφ = T²φt = φt. The rank-one determinant formula gives

    det T = 1 + p·u = 1 − 2(1 − c)/(1 − c) = −1

For φ = (3/5, 4/5) and φt = (1, 0) one finds c = 3/5, p = (1, −2), and T has rows (3/5, 4/5) and (4/5, −3/5).

## Complex waves

Now T = 1 + u pᴴ, c = ⟨φ|φt⟩, and c* = ⟨φt|φ⟩ is its conjugate. Then ⟨u|u⟩ = 2 − c − c* and ⟨u|φt⟩ = c − 1; c = 1 would force u = 0. Applying TᴴT = 1 to φt gives (1 − c*) p = −u. For that p, ⟨p|φt⟩ = 1, and the corrections are u uᴴ times

    −1/(1 − c*) − 1/(1 − c) + (2 − c − c*)/((1 − c)(1 − c*)) = 0

    det T = 1 − (2 − c − c*)/(1 − c) = −(1 − c*)/(1 − c)

## Coefficient vectors and the theorems about them

A wave is a function `n → ℝ` of coefficients on a finite index type, and `⬝ᵥ` is the Euclidean product, so the basis is orthonormal. `vecMulVec a b` is a bᵀ; `pawMap`, `householder` and `orthProjector` are T, the Householder matrix and the p above. `orthogonal_iff` says that under `hφ`, `hφt` (unit norm) and `hne` (distinctness), any p is dual and makes TᵀT = 1 exactly when it equals `orthProjector φ φt`. `pawMap_householder` lists, for that p, the Householder form, symmetry, T² = 1, the exchange of φ and φt, and det T = −1. In `unitary_iff`, `star φ ⬝ᵥ φt` is ⟨φ|φt⟩, antilinear on the left; it states the equivalence and the determinant, with no claim of hermiticity or involution.

Several channels or atoms, localisation in an augmentation sphere and smoothness of p are not modelled. S is the exact product on the whole space, with no assumption that the partial waves are complete near the atom. The usual PAW overlap formula, 1 + (φ·φ − φt·φt) p pᵀ for one channel, is derived with that assumption and equals 1 for any projector once the norms agree; the uniqueness of p shown here concerns the exact product.

In Lean 4 with Mathlib:

```lean
import Mathlib

open Matrix
open scoped ComplexOrder

namespace PawHouseholder

noncomputable section

variable {n : Type*} [Fintype n] [DecidableEq n]

/-- One-channel PAW map `T = 1 + (φ - φt) pᵀ` for an all-electron partial wave `φ`,
a pseudo partial wave `φt` and a projector `p`. -/
def pawMap (φ φt p : n → ℝ) : Matrix n n ℝ := 1 + vecMulVec (φ - φt) p

/-- Complex one-channel PAW map `T = 1 + (φ - φt) pᴴ`. -/
def pawMapC (φ φt p : n → ℂ) : Matrix n n ℂ := 1 + vecMulVec (φ - φt) (star p)

/-- Householder matrix `1 - 2 u uᵀ / (u · u)` of a vector `u`. -/
def householder (u : n → ℝ) : Matrix n n ℝ := 1 - (2 / (u ⬝ᵥ u)) • vecMulVec u u

/-- The projector `(φt - φ) / (1 - c)` with overlap `c = φ · φt`. -/
def orthProjector (φ φt : n → ℝ) : n → ℝ := (1 - φ ⬝ᵥ φt)⁻¹ • (φt - φ)

omit [DecidableEq n] in
/-- Product of two outer products: `(a bᵀ)(c dᵀ) = (b · c) a dᵀ`. -/
theorem outer_mul_outer {R : Type*} [CommRing R] (a b c d : n → R) :
    vecMulVec a b * vecMulVec c d = vecMulVec ((b ⬝ᵥ c) • a) d := by
  ext i j
  simp only [Matrix.mul_apply, vecMulVec_apply, Pi.smul_apply, smul_eq_mul, dotProduct,
    Finset.sum_mul]
  exact Finset.sum_congr rfl fun k _ => by ring

omit [DecidableEq n] in
/-- Action of an outer product on a vector: `(a bᵀ) x = (b · x) a`. -/
theorem outer_mulVec {R : Type*} [CommRing R] (a b x : n → R) :
    vecMulVec a b *ᵥ x = (b ⬝ᵥ x) • a := by
  ext i
  simp only [Matrix.mulVec, vecMulVec_apply, Pi.smul_apply, smul_eq_mul, dotProduct,
    Finset.sum_mul]
  exact Finset.sum_congr rfl fun k _ => by ring

/-- The overlap operator is `TᵀT = 1 + p uᵀ + u pᵀ + (u · u) p pᵀ` with `u = φ - φt`. -/
theorem pawMap_gram (φ φt p : n → ℝ) :
    (pawMap φ φt p)ᵀ * pawMap φ φt p = 1 + vecMulVec p (φ - φt) + vecMulVec (φ - φt) p
      + vecMulVec (((φ - φt) ⬝ᵥ (φ - φt)) • p) p := by
  have ht : (vecMulVec (φ - φt) p)ᵀ = vecMulVec p (φ - φt) := by
    ext i j
    simp only [transpose_apply, vecMulVec_apply]
    ring
  rw [pawMap, transpose_add, transpose_one, ht]
  simp only [Matrix.add_mul, Matrix.mul_add, Matrix.one_mul, Matrix.mul_one, outer_mul_outer]
  abel

/-- If the projector is dual to the pseudo wave, `p · φt = 1`, then `T φt = φ`. -/
theorem pawMap_mulVec_pseudo (φ φt p : n → ℝ) (hp : p ⬝ᵥ φt = 1) :
    pawMap φ φt p *ᵥ φt = φ := by
  rw [pawMap, add_mulVec, one_mulVec, outer_mulVec, hp, one_smul]
  abel

/-- If `p · φt = 1` and `T` is orthogonal, the two partial waves have equal squared norm. -/
theorem norm_conservation_of_orthogonal (φ φt p : n → ℝ) (hp : p ⬝ᵥ φt = 1)
    (hT : (pawMap φ φt p)ᵀ * pawMap φ φt p = 1) : φ ⬝ᵥ φ = φt ⬝ᵥ φt := by
  have h : (pawMap φ φt p *ᵥ φt) ⬝ᵥ (pawMap φ φt p *ᵥ φt)
      = φt ⬝ᵥ (((pawMap φ φt p)ᵀ * pawMap φ φt p) *ᵥ φt) := by
    rw [← mulVec_mulVec, dotProduct_mulVec φt, vecMul_transpose]
  rwa [hT, one_mulVec, pawMap_mulVec_pseudo φ φt p hp] at h

omit [DecidableEq n] in
/-- For distinct unit vectors with overlap `c`, `|φ - φt|² = 2 (1 - c)` and `1 - c > 0`. -/
theorem overlap_lt_one (φ φt : n → ℝ) (hφ : φ ⬝ᵥ φ = 1) (hφt : φt ⬝ᵥ φt = 1) (hne : φ ≠ φt) :
    (φ - φt) ⬝ᵥ (φ - φt) = 2 * (1 - φ ⬝ᵥ φt) ∧ 0 < 1 - φ ⬝ᵥ φt := by
  have huu : (φ - φt) ⬝ᵥ (φ - φt) = 2 * (1 - φ ⬝ᵥ φt) := by
    simp only [sub_dotProduct, dotProduct_sub, hφ, hφt, dotProduct_comm φt φ]
    ring
  have h0 : 0 ≤ (φ - φt) ⬝ᵥ (φ - φt) := Finset.sum_nonneg fun i _ => mul_self_nonneg _
  have h1 : (φ - φt) ⬝ᵥ (φ - φt) ≠ 0 := fun h =>
    hne (sub_eq_zero.mp (dotProduct_self_eq_zero.mp h))
  have h2 := lt_of_le_of_ne h0 h1.symm
  exact ⟨huu, by linarith⟩

/-- For distinct real unit vectors, a projector `p` satisfies `p · φt = 1` and makes the PAW
map orthogonal if and only if `p = (φt - φ) / (1 - c)`. -/
theorem orthogonal_iff (φ φt : n → ℝ) (hφ : φ ⬝ᵥ φ = 1) (hφt : φt ⬝ᵥ φt = 1) (hne : φ ≠ φt)
    (p : n → ℝ) :
    (p ⬝ᵥ φt = 1 ∧ (pawMap φ φt p)ᵀ * pawMap φ φt p = 1) ↔ p = orthProjector φ φt := by
  obtain ⟨huu, hc⟩ := overlap_lt_one φ φt hφ hφt hne
  have hi := mul_inv_cancel₀ hc.ne'
  rw [pawMap_gram, huu]
  constructor
  · rintro ⟨hp, h⟩
    -- apply `TᵀT = 1` to the pseudo wave: `(1 - c) p = φt - φ`
    have hu : (φ - φt) ⬝ᵥ φt = φ ⬝ᵥ φt - 1 := by rw [sub_dotProduct, hφt]
    have h2 := congrArg (fun M => M *ᵥ φt) h
    simp only [add_mulVec, one_mulVec, outer_mulVec, hp, hu, one_smul] at h2
    ext i
    have h3 := congrFun h2 i
    simp only [Pi.add_apply, Pi.smul_apply, Pi.sub_apply, smul_eq_mul] at h3
    simp only [orthProjector, Pi.smul_apply, Pi.sub_apply, smul_eq_mul]
    linear_combination (1 - φ ⬝ᵥ φt)⁻¹ * h3 - p i * hi
  · rintro rfl
    constructor
    · rw [orthProjector, smul_dotProduct, sub_dotProduct, hφt, smul_eq_mul]
      exact inv_mul_cancel₀ hc.ne'
    · ext i j
      simp only [Matrix.add_apply, vecMulVec_apply, orthProjector, Pi.smul_apply, Pi.sub_apply,
        smul_eq_mul]
      linear_combination (2 * (1 - φ ⬝ᵥ φt)⁻¹ * (φ i - φt i) * (φ j - φt j)) * hi

/-- For distinct real unit vectors and `p = (φt - φ) / (1 - c)`, the PAW map is the Householder
reflection of `φ - φt`: symmetric, an involution, exchanging `φ` and `φt`, with determinant `-1`. -/
theorem pawMap_householder (φ φt : n → ℝ) (hφ : φ ⬝ᵥ φ = 1) (hφt : φt ⬝ᵥ φt = 1)
    (hne : φ ≠ φt) (T : Matrix n n ℝ) (hT : T = pawMap φ φt (orthProjector φ φt)) :
    T = householder (φ - φt) ∧ Tᵀ = T ∧ T * T = 1 ∧ T *ᵥ φt = φ ∧ T *ᵥ φ = φt ∧
      T.det = -1 := by
  obtain ⟨huu, hc⟩ := overlap_lt_one φ φt hφ hφt hne
  have hc' := hc.ne'
  have hi := mul_inv_cancel₀ hc'
  obtain ⟨hp, ho⟩ := (orthogonal_iff φ φt hφ hφt hne _).mpr rfl
  have hm : T *ᵥ φt = φ := by rw [hT]; exact pawMap_mulVec_pseudo φ φt _ hp
  have hs : Tᵀ = T := by
    rw [hT, pawMap, transpose_add, transpose_one]
    congr 1
    ext i j
    simp only [transpose_apply, vecMulVec_apply, orthProjector, Pi.smul_apply, Pi.sub_apply,
      smul_eq_mul]
    ring
  have hsq : T * T = 1 := by rwa [← hT, hs] at ho
  refine ⟨?_, hs, hsq, hm, ?_, ?_⟩
  · have h2 : 2 / (2 * (1 - φ ⬝ᵥ φt)) = (1 - φ ⬝ᵥ φt)⁻¹ := by field_simp
    rw [hT, pawMap, householder, huu, h2]
    ext i j
    simp only [Matrix.add_apply, Matrix.sub_apply, Matrix.smul_apply, vecMulVec_apply,
      orthProjector, Pi.smul_apply, Pi.sub_apply, smul_eq_mul]
    ring
  · calc T *ᵥ φ = T *ᵥ (T *ᵥ φt) := by rw [hm]
      _ = φt := by rw [mulVec_mulVec, hsq, one_mulVec]
  · -- rank-one update: `det T = 1 + p · (φ - φt)`
    rw [hT, pawMap, vecMulVec_eq Unit, det_one_add_replicateCol_mul_replicateRow, orthProjector,
      smul_dotProduct, ← neg_sub φ φt, neg_dotProduct, huu, smul_eq_mul]
    linear_combination (-2) * hi

/-- For distinct complex unit vectors, `⟨p|φt⟩ = 1` and unitarity of `T` hold together exactly
for `p = (φt - φ) / (1 - ⟨φt|φ⟩)`, and for this `p`, `det T = -(1 - ⟨φt|φ⟩) / (1 - ⟨φ|φt⟩)`. -/
theorem unitary_iff (φ φt : n → ℂ) (hφ : star φ ⬝ᵥ φ = 1) (hφt : star φt ⬝ᵥ φt = 1)
    (hne : φ ≠ φt) :
    (∀ p, (star p ⬝ᵥ φt = 1 ∧ (pawMapC φ φt p)ᴴ * pawMapC φ φt p = 1) ↔
      p = (1 - star φt ⬝ᵥ φ)⁻¹ • (φt - φ)) ∧
    (pawMapC φ φt ((1 - star φt ⬝ᵥ φ)⁻¹ • (φt - φ))).det
      = -(1 - star φt ⬝ᵥ φ) / (1 - star φ ⬝ᵥ φt) := by
  have hcc : star (star φt ⬝ᵥ φ) = star φ ⬝ᵥ φt := (star_dotProduct φ φt).symm
  have huu : star (φ - φt) ⬝ᵥ (φ - φt) = 2 - star φ ⬝ᵥ φt - star φt ⬝ᵥ φ := by
    simp only [star_sub, sub_dotProduct, dotProduct_sub, hφ, hφt]
    ring
  -- overlap one would force the two waves to coincide
  have hc' : 1 - star φt ⬝ᵥ φ ≠ 0 := by
    intro h
    have h1 : star φt ⬝ᵥ φ = 1 := (sub_eq_zero.mp h).symm
    have h2 : star φ ⬝ᵥ φt = 1 := by rw [← hcc, h1, star_one]
    refine hne (sub_eq_zero.mp (dotProduct_star_self_eq_zero.mp ?_))
    rw [huu, h1, h2]
    norm_num
  have hc : 1 - star φ ⬝ᵥ φt ≠ 0 := by
    have h := star_ne_zero.mpr hc'
    rwa [star_sub, star_one, hcc] at h
  have hi := mul_inv_cancel₀ hc
  have hi' := mul_inv_cancel₀ hc'
  have hs : star ((1 - star φt ⬝ᵥ φ)⁻¹ • (φt - φ))
      = (1 - star φ ⬝ᵥ φt)⁻¹ • (star φt - star φ) := by
    simp only [star_smul, star_sub, star_inv₀, star_one, hcc]
  refine ⟨fun p => ?_, ?_⟩
  · have ht : (vecMulVec (φ - φt) (star p))ᴴ = vecMulVec p (star (φ - φt)) := by
      ext i j
      simp only [conjTranspose_apply, vecMulVec_apply, star_mul', Pi.star_apply, star_star]
      ring
    have hg : (pawMapC φ φt p)ᴴ * pawMapC φ φt p = 1 + vecMulVec p (star (φ - φt))
        + vecMulVec (φ - φt) (star p) + vecMulVec ((star (φ - φt) ⬝ᵥ (φ - φt)) • p) (star p) := by
      rw [pawMapC, conjTranspose_add, conjTranspose_one, ht]
      simp only [Matrix.add_mul, Matrix.mul_add, Matrix.one_mul, Matrix.mul_one, outer_mul_outer]
      abel
    rw [hg, huu]
    constructor
    · rintro ⟨hp, h⟩
      have hu : star (φ - φt) ⬝ᵥ φt = star φ ⬝ᵥ φt - 1 := by rw [star_sub, sub_dotProduct, hφt]
      have h2 := congrArg (fun M => M *ᵥ φt) h
      simp only [add_mulVec, one_mulVec, outer_mulVec, hp, hu, one_smul] at h2
      ext i
      have h3 := congrFun h2 i
      simp only [Pi.add_apply, Pi.smul_apply, Pi.sub_apply, smul_eq_mul] at h3 ⊢
      linear_combination (1 - star φt ⬝ᵥ φ)⁻¹ * h3 - p i * hi'
    · rintro rfl
      rw [hs, star_sub]
      constructor
      · rw [smul_dotProduct, sub_dotProduct, hφt, smul_eq_mul]
        exact inv_mul_cancel₀ hc
      · ext i j
        simp only [Matrix.add_apply, vecMulVec_apply, Pi.smul_apply, Pi.sub_apply, smul_eq_mul]
        linear_combination
          ((1 - star φt ⬝ᵥ φ)⁻¹ * (φ i - φt i) * ((star φ : n → ℂ) j - (star φt : n → ℂ) j)) * hi
          + ((1 - star φ ⬝ᵥ φt)⁻¹ * (φ i - φt i)
            * ((star φ : n → ℂ) j - (star φt : n → ℂ) j)) * hi'
  · rw [pawMapC, vecMulVec_eq Unit, det_one_add_replicateCol_mul_replicateRow, hs]
    simp only [smul_dotProduct, sub_dotProduct, dotProduct_sub, hφ, hφt, smul_eq_mul,
      div_eq_mul_inv]
    linear_combination (-1) * hi

/-- The vectors `φ = (3/5, 4/5)` and `φt = (1, 0)` are distinct unit vectors; their projector
is `(1, -2)` and the PAW map has rows `(3/5, 4/5)` and `(4/5, -3/5)`. -/
theorem orthogonal_witness :
    (![3/5, 4/5] : Fin 2 → ℝ) ⬝ᵥ ![3/5, 4/5] = 1 ∧ (![1, 0] : Fin 2 → ℝ) ⬝ᵥ ![1, 0] = 1 ∧
    (![3/5, 4/5] : Fin 2 → ℝ) ≠ ![1, 0] ∧
    orthProjector (![3/5, 4/5] : Fin 2 → ℝ) ![1, 0] = ![1, -2] ∧
    pawMap (![3/5, 4/5] : Fin 2 → ℝ) ![1, 0] ![1, -2] = !![3/5, 4/5; 4/5, -3/5] := by
  refine ⟨?_, ?_, ?_, ?_, ?_⟩
  · norm_num [dotProduct, Fin.sum_univ_succ]
  · norm_num [dotProduct, Fin.sum_univ_succ]
  · intro h
    have h0 := congrFun h 0
    norm_num at h0
  · ext i
    fin_cases i <;> norm_num [orthProjector, dotProduct, Fin.sum_univ_succ]
  · ext i j
    fin_cases i <;> fin_cases j <;> norm_num [pawMap, vecMulVec_apply, Matrix.one_apply]

end

end PawHouseholder
```

```lean
#print axioms PawHouseholder.norm_conservation_of_orthogonal
#print axioms PawHouseholder.pawMap_householder
#print axioms PawHouseholder.unitary_iff
```

```
'PawHouseholder.norm_conservation_of_orthogonal' depends on axioms: [propext, Classical.choice, Quot.sound]
'PawHouseholder.pawMap_householder' depends on axioms: [propext, Classical.choice, Quot.sound]
'PawHouseholder.unitary_iff' depends on axioms: [propext, Classical.choice, Quot.sound]
```

## From outer products to the determinant

`outer_mul_outer` and `outer_mulVec` are the rules (a bᵀ)(d eᵀ) = (b·d) a eᵀ and (a bᵀ)x = (b·x) a for vectors a, b, d, e, x over any commutative ring, so they serve both fields. They yield `pawMap_gram` and `pawMap_mulVec_pseudo`, and the latter feeds `norm_conservation_of_orthogonal`. `overlap_lt_one` gets 1 − c > 0 from u·u ≥ 0 and u·u ≠ 0. In `orthogonal_iff`, `congrArg (fun M => M *ᵥ φt) h` applies the matrix equation to φt, and `congrFun h2 i` takes component i. `pawMap_householder` obtains `hsq` from symmetry and orthogonality; there `vecMulVec_eq Unit` writes u pᵀ as column times row for `det_one_add_replicateCol_mul_replicateRow`. `unitary_iff` repeats the argument with `hc` and `hc'`, which say 1 − c ≠ 0 and 1 − c* ≠ 0. `orthogonal_witness` checks the planar numbers.

## Dividing by 1 − c with `linear_combination`

This tactic subtracts a weighted sum of known equations from the goal and asks `ring1` to confirm that the difference vanishes identically. Let k = (1 − c)⁻¹. The normaliser cannot simplify (1 − c)k to 1, which fails at c = 1, so that equation is supplied as `hi`. In the uniqueness step `h3` amounts to (1 − c)pᵢ + uᵢ = 0 and the goal to pᵢ + k uᵢ = 0. The weights in `(1 - φ ⬝ᵥ φt)⁻¹ * h3 - p i * hi` express

    k((1 − c)pᵢ + uᵢ) − pᵢ((1 − c)k − 1) = pᵢ + k uᵢ

## Coinciding waves

Take φ = φt = (1, 0), violating `hne`. Then u = 0 and T = 1 for every p, so each p = (1, t) with real t is dual and gives an orthogonal map. Uniqueness is lost and det T = +1, while `orthProjector` returns the zero vector, which is not dual.
